# For a wide, uniform trap band with one capture time, Gₚ/ω peaks at ωτ between 1.97 and 1.99

Let x = ωτ, where ω is the angular frequency and the capture time τ is the mean time in which an empty trap captures a majority carrier. Let f be the occupancy of a trap level by majority carriers. Apart from a weight f(1 − f) that is treated below, the single-level response is r(x, f) = x f/(1 + x²f²). The band response G(x) is the integral of r over f from 0 to 1. It gives the shape of Gₚ/ω, where Gₚ is the parallel conductance of the traps.

```lean
import Mathlib

open Set

namespace ConductanceMethod

noncomputable section

/-- Response of a single trap level with occupancy `f` at reduced frequency `x = ωτ`. -/
def levelResponse (x f : ℝ) : ℝ := x * f / (1 + x ^ 2 * f ^ 2)

/-- Response of a band of traps: the single-level response averaged uniformly over
occupancies between 0 and 1. -/
def bandResponse (x : ℝ) : ℝ := ∫ f in (0 : ℝ)..1, levelResponse x f

/-- The function `2x²/(1 + x²) - ln(1 + x²)`. -/
def slopeBalance (x : ℝ) : ℝ := 2 * x ^ 2 / (1 + x ^ 2) - Real.log (1 + x ^ 2)

/-- The occupancy average, multiplied by `2x`, is `ln(1 + x²)`. -/
theorem two_mul_mul_bandResponse (x : ℝ) :
    2 * x * bandResponse x = Real.log (1 + x ^ 2) := by
  -- `ln(1 + x²f²)` is an antiderivative in the occupancy `f`
  have hd : ∀ f ∈ uIcc (0 : ℝ) 1, HasDerivAt (fun f : ℝ => Real.log (1 + x ^ 2 * f ^ 2))
      (2 * x * levelResponse x f) f := by
    intro f _
    have hne : 1 + x ^ 2 * f ^ 2 ≠ 0 := by positivity
    have h1 : HasDerivAt (fun f : ℝ => 1 + x ^ 2 * f ^ 2) (x ^ 2 * (2 * f)) f :=
      (((hasDerivAt_pow 2 f).const_mul (x ^ 2)).const_add 1).congr_deriv (by norm_num)
    exact (h1.log hne).congr_deriv (by unfold levelResponse; ring)
  have hc : Continuous (fun f : ℝ => 2 * x * levelResponse x f) := by
    unfold levelResponse
    exact continuous_const.mul
      (Continuous.div (by fun_prop) (by fun_prop) (fun f => by positivity))
  have h := intervalIntegral.integral_eq_sub_of_hasDerivAt hd (hc.intervalIntegrable 0 1)
  rw [intervalIntegral.integral_const_mul] at h
  unfold bandResponse
  rw [h]
  simp

/-- At positive reduced frequency the band response is `ln(1 + x²)/(2x)`. -/
theorem bandResponse_eqOn :
    EqOn bandResponse (fun x => Real.log (1 + x ^ 2) / (2 * x)) (Ioi 0) := by
  intro x hx
  have hx' : (0 : ℝ) < x := hx
  have h2 : (0 : ℝ) < 2 * x := by positivity
  show bandResponse x = Real.log (1 + x ^ 2) / (2 * x)
  rw [eq_div_iff h2.ne', ← two_mul_mul_bandResponse x]
  ring

/-- At `x > 0` the slope of the band response is
`(2x²/(1 + x²) - ln(1 + x²))/(2x²)`. -/
theorem hasDerivAt_bandResponse {x : ℝ} (hx : 0 < x) :
    HasDerivAt bandResponse (slopeBalance x / (2 * x ^ 2)) x := by
  have hne : 1 + x ^ 2 ≠ 0 := by positivity
  have h1 : HasDerivAt (fun y : ℝ => 1 + y ^ 2) (2 * x) x :=
    ((hasDerivAt_pow 2 x).const_add 1).congr_deriv (by norm_num)
  have h2 : HasDerivAt (fun y : ℝ => 2 * y) 2 x :=
    ((hasDerivAt_id' x).const_mul (2 : ℝ)).congr_deriv (by norm_num)
  have h3 := (h1.log hne).fun_div h2 (by positivity)
  have h4 := h3.congr_of_eventuallyEq
    (bandResponse_eqOn.eventuallyEq_of_mem (Ioi_mem_nhds hx))
  exact h4.congr_deriv (by unfold slopeBalance; ring)

/-- The derivative of `2x²/(1 + x²) - ln(1 + x²)` is `2x(1 - x²)/(1 + x²)²`. -/
theorem hasDerivAt_slopeBalance (x : ℝ) :
    HasDerivAt slopeBalance (2 * x * (1 - x ^ 2) / (1 + x ^ 2) ^ 2) x := by
  have hne : 1 + x ^ 2 ≠ 0 := by positivity
  have hne2 : (1 + x ^ 2) ^ 2 ≠ 0 := pow_ne_zero 2 hne
  have h1 : HasDerivAt (fun y : ℝ => 1 + y ^ 2) (2 * x) x :=
    ((hasDerivAt_pow 2 x).const_add 1).congr_deriv (by norm_num)
  have h2 : HasDerivAt (fun y : ℝ => 2 * y ^ 2) (2 * (2 * x)) x :=
    ((hasDerivAt_pow 2 x).const_mul (2 : ℝ)).congr_deriv (by norm_num)
  refine ((h2.fun_div h1 hne).fun_sub (h1.log hne)).congr_deriv ?_
  rw [div_sub_div _ _ hne2 hne, div_eq_div_iff (mul_ne_zero hne2 hne) hne2]
  ring

/-- The function `2x²/(1 + x²) - ln(1 + x²)` rises strictly on `[0, 1]` and falls strictly
on `[1, ∞)`. -/
theorem slopeBalance_shape :
    StrictMonoOn slopeBalance (Icc 0 1) ∧ StrictAntiOn slopeBalance (Ici 1) := by
  have hc : Continuous slopeBalance :=
    continuous_iff_continuousAt.2 fun x => (hasDerivAt_slopeBalance x).continuousAt
  constructor
  · refine strictMonoOn_of_deriv_pos (convex_Icc 0 1) hc.continuousOn fun x hx => ?_
    rw [interior_Icc] at hx
    rw [(hasDerivAt_slopeBalance x).deriv]
    have h0 : 0 < x := hx.1
    have h1 : 0 < 1 - x ^ 2 := by nlinarith [hx.1, hx.2]
    positivity
  · refine strictAntiOn_of_deriv_neg (convex_Ici 1) hc.continuousOn fun x hx => ?_
    rw [interior_Ici] at hx
    have h1 : (1 : ℝ) < x := hx
    rw [(hasDerivAt_slopeBalance x).deriv]
    exact div_neg_of_neg_of_pos
      (mul_neg_of_pos_of_neg (by linarith) (by nlinarith)) (by positivity)

/-- The function `2x²/(1 + x²) - ln(1 + x²)` is positive at `x = 1.97` and negative at
`x = 1.99`. -/
theorem slopeBalance_bracket : 0 < slopeBalance 1.97 ∧ slopeBalance 1.99 < 0 := by
  constructor
  · -- compare `(1 + x²)^24` with `2^55`
    have h := Real.log_lt_log (by positivity)
      (show (1 + 1.97 ^ 2 : ℝ) ^ 24 < 2 ^ 55 by norm_num)
    rw [Real.log_pow, Real.log_pow] at h
    push_cast at h
    have e : (1.59 : ℝ) < 2 * 1.97 ^ 2 / (1 + 1.97 ^ 2) := by norm_num
    unfold slopeBalance
    linarith [Real.log_two_lt_d9]
  · -- compare `(1 + x²)^13` with `2^30`
    have h := Real.log_lt_log (by positivity)
      (show (2 : ℝ) ^ 30 < (1 + 1.99 ^ 2) ^ 13 by norm_num)
    rw [Real.log_pow, Real.log_pow] at h
    push_cast at h
    have e : 2 * 1.99 ^ 2 / (1 + 1.99 ^ 2) < (1.597 : ℝ) := by norm_num
    unfold slopeBalance
    linarith [Real.log_two_gt_d9]

/-- If `2x²/(1 + x²) = ln(1 + x²)` at some `x₀ > 0`, the band response rises strictly on
`(0, x₀]` and falls strictly on `[x₀, ∞)`. -/
theorem bandResponse_unimodal {x₀ : ℝ} (h0 : 0 < x₀) (hz : slopeBalance x₀ = 0) :
    StrictMonoOn bandResponse (Ioc 0 x₀) ∧ StrictAntiOn bandResponse (Ici x₀) := by
  obtain ⟨hm, ha⟩ := slopeBalance_shape
  have hzero : slopeBalance 0 = 0 := by simp [slopeBalance]
  have hlow : ∀ x : ℝ, 0 < x → x ≤ 1 → 0 < slopeBalance x := by
    intro x hx hx1
    have h := hm ⟨le_refl 0, zero_le_one⟩ ⟨hx.le, hx1⟩ hx
    rwa [hzero] at h
  -- the zero lies on the falling branch
  have h1 : 1 < x₀ := by
    by_contra hcon
    exact (hlow x₀ h0 (not_lt.1 hcon)).ne' hz
  constructor
  · refine strictMonoOn_of_deriv_pos (convex_Ioc 0 x₀)
      (fun x hx => (hasDerivAt_bandResponse hx.1).continuousAt.continuousWithinAt)
      fun x hx => ?_
    rw [interior_Ioc] at hx
    have hx0 : 0 < x := hx.1
    rw [(hasDerivAt_bandResponse hx0).deriv]
    have hs : 0 < slopeBalance x := by
      rcases le_total x 1 with h | h
      · exact hlow x hx0 h
      · have h' := ha (mem_Ici.2 h) (mem_Ici.2 h1.le) hx.2
        rwa [hz] at h'
    positivity
  · refine strictAntiOn_of_deriv_neg (convex_Ici x₀)
      (fun x hx => (hasDerivAt_bandResponse
        (lt_of_lt_of_le h0 hx)).continuousAt.continuousWithinAt) fun x hx => ?_
    rw [interior_Ici] at hx
    have hx1 : x₀ < x := hx
    have hx0 : 0 < x := h0.trans hx1
    rw [(hasDerivAt_bandResponse hx0).deriv]
    have hs := ha (mem_Ici.2 h1.le) (mem_Ici.2 (h1.trans hx1).le) hx1
    rw [hz] at hs
    exact div_neg_of_neg_of_pos hs (by positivity)

/-- Among positive reduced frequencies the band response has a unique maximiser `x₀`. It lies
between 1.97 and 1.99, and the peak value `x₀/(1 + x₀²)` lies between 0.40 and 0.41. -/
theorem bandResponse_peak : ∃ x₀ ∈ Ioo (1.97 : ℝ) 1.99,
    (∀ x, 0 < x → x ≠ x₀ → bandResponse x < bandResponse x₀) ∧
    bandResponse x₀ = x₀ / (1 + x₀ ^ 2) ∧ bandResponse x₀ ∈ Ioo (0.40 : ℝ) 0.41 := by
  have hc : Continuous slopeBalance :=
    continuous_iff_continuousAt.2 fun x => (hasDerivAt_slopeBalance x).continuousAt
  obtain ⟨x₀, hx, hz⟩ := intermediate_value_Ioo' (by norm_num : (1.97 : ℝ) ≤ 1.99)
    hc.continuousOn ⟨slopeBalance_bracket.2, slopeBalance_bracket.1⟩
  obtain ⟨hl, hr⟩ := hx
  have h0 : 0 < x₀ := by linarith
  obtain ⟨hm, ha⟩ := bandResponse_unimodal h0 hz
  -- the stationarity condition eliminates the logarithm
  have hv : bandResponse x₀ = x₀ / (1 + x₀ ^ 2) := by
    have h2 : 2 * x₀ ≠ 0 := by positivity
    apply mul_left_cancel₀ h2
    rw [two_mul_mul_bandResponse]
    unfold slopeBalance at hz
    linear_combination (-1 : ℝ) * hz
  refine ⟨x₀, ⟨hl, hr⟩, fun x hx hne => ?_, hv, ?_⟩
  · rcases lt_or_gt_of_ne hne with h | h
    · exact hm ⟨hx, h.le⟩ ⟨h0, le_refl x₀⟩ h
    · exact ha (mem_Ici.2 (le_refl x₀)) (mem_Ici.2 h.le) h
  · rw [hv]
    constructor
    · rw [lt_div_iff₀ (by positivity)]
      nlinarith [mul_pos (sub_pos.2 hl) (sub_pos.2 hr)]
    · rw [div_lt_iff₀ (by positivity)]
      nlinarith [sq_nonneg (x₀ - 1.97)]

/-- Reading a measured curve `C G(ωτ)` with `C, τ > 0`: if it is largest at `ω₀ > 0` among
positive frequencies, then `ω₀τ` lies between 1.97 and 1.99, and `C` lies between the peak
height divided by 0.41 and the peak height divided by 0.40. -/
theorem parameters_from_peak {C τ ω₀ : ℝ} (hC : 0 < C) (hτ : 0 < τ) (hω : 0 < ω₀)
    (hpeak : ∀ ω, 0 < ω → C * bandResponse (ω * τ) ≤ C * bandResponse (ω₀ * τ)) :
    ω₀ * τ ∈ Ioo (1.97 : ℝ) 1.99 ∧
    C ∈ Ioo (C * bandResponse (ω₀ * τ) / 0.41) (C * bandResponse (ω₀ * τ) / 0.40) := by
  obtain ⟨x₀, hx, hmax, -, hb⟩ := bandResponse_peak
  have h0 : 0 < x₀ := by linarith [hx.1]
  -- the measured peak must sit at the unique maximiser
  have he : ω₀ * τ = x₀ := by
    by_contra hne
    have h1 := hmax _ (mul_pos hω hτ) hne
    have h2 := hpeak (x₀ / τ) (div_pos h0 hτ)
    rw [div_mul_cancel₀ _ hτ.ne'] at h2
    exact absurd (le_of_mul_le_mul_left h2 hC) (not_le_of_gt h1)
  rw [he]
  refine ⟨hx, ?_, ?_⟩
  · rw [div_lt_iff₀ (by norm_num)]
    exact mul_lt_mul_of_pos_left hb.2 hC
  · rw [lt_div_iff₀ (by norm_num)]
    exact mul_lt_mul_of_pos_left hb.1 hC

end

end ConductanceMethod
```

```lean
#print axioms ConductanceMethod.bandResponse_peak
-- 'ConductanceMethod.bandResponse_peak' depends on axioms: [propext, Classical.choice, Quot.sound]
#print axioms ConductanceMethod.parameters_from_peak
-- 'ConductanceMethod.parameters_from_peak' depends on axioms: [propext, Classical.choice, Quot.sound]
```

## What the theorems say

`levelResponse` is r and `bandResponse` is G, defined as an actual integral. `bandResponse_eqOn` gives its closed form for x > 0:

G(x) = ln(1 + x²)/(2x).

`bandResponse_peak` provides a point x₀ in the open interval (1.97, 1.99) such that G(x) < G(x₀) for every other positive x. The strict inequality makes the maximiser unique. The peak value is x₀/(1 + x₀²), which lies in (0.40, 0.41).

`parameters_from_peak` concerns a curve C·G(ωτ) with C, τ > 0. If it is largest at ω₀ > 0 among all positive frequencies, with height P, then ω₀τ lies in (1.97, 1.99) and C in (P/0.41, P/0.40).

## From interface traps to the occupancy average

G models the parallel trap conductance Gₚ divided by ω, not Gₚ itself. In the small-signal model, a trap at energy E contributes

(q²/kT) f(1 − f) r(x, f)

to Gₚ/ω, where q is the elementary charge, kT the thermal energy and f the equilibrium occupancy by majority carriers (electrons in n-type material, holes in p-type). For Fermi occupancy, |df| = f(1 − f) dE/kT. If the trap density per area and energy has a constant value D over a band that extends many kT to both sides of the Fermi level, f runs almost from 0 to 1, and to a close approximation Gₚ/ω, taken per unit area, is q²D·G(ωτ). The weight f(1 − f) has become the uniform measure in f, and C stands for q²D.

The Lean code starts from this average. It assumes one τ for the whole band, exchange with the majority-carrier band only, and no surface-potential fluctuations. Oxide capacitance and series resistance must already have been removed from the data. For an ideal, noise-free curve of this kind, the peak position bounds the time constant and the peak height bounds the trap density.

## Why there is exactly one peak

Differentiating in f gives

d/df ln(1 + x²f²) = 2x²f/(1 + x²f²) = 2x r(x, f).

Integration from 0 to 1 yields 2x G(x) = ln(1 + x²), which is `two_mul_mul_bandResponse`; division by 2x gives the closed form. By the quotient rule, for x > 0,

G′(x) = B(x)/(2x²), with B(x) = 2x²/(1 + x²) − ln(1 + x²).

B is `slopeBalance`. Its derivative is

B′(x) = 4x/(1 + x²)² − 2x/(1 + x²) = 2x(1 − x²)/(1 + x²)².

So B rises from B(0) = 0 on [0, 1] and falls on [1, ∞), as `slopeBalance_shape` states. Any positive zero of B must lie beyond 1, with B positive before it and negative after it. `bandResponse_unimodal` turns these signs into strict growth and strict decrease of G.

`slopeBalance_bracket` locates the zero by comparing powers:

(1 + 1.97²)²⁴ < 2⁵⁵, so ln(1 + 1.97²) < (55/24) ln 2 < 1.59 < 2·1.97²/(1 + 1.97²);

(1 + 1.99²)¹³ > 2³⁰, so ln(1 + 1.99²) > (30/13) ln 2 > 1.597 > 2·1.99²/(1 + 1.99²).

Hence B(1.97) > 0 > B(1.99), and the intermediate value theorem supplies x₀. There ln(1 + x₀²) = 2x₀²/(1 + x₀²), so dividing by 2x₀ gives G(x₀) = x₀/(1 + x₀²). The function x/(1 + x²) decreases for x > 1, which puts the peak value between 1.99/4.9601 > 0.40 and 1.97/4.8809 < 0.41. Lean checks these two bounds as polynomial inequalities with `nlinarith`.

For the measured curve, the proof compares ω₀ with the frequency x₀/τ. If ω₀τ differed from x₀, the curve would be higher at x₀/τ, contradicting `hpeak`. The bounds on C follow from those on G(x₀).

## Reading off one peak

Suppose Gₚ/ω peaks at ω₀ = 2 × 10⁵ s⁻¹ with height P = 8.2 nF/cm². Then τ lies between 1.97/ω₀ = 9.85 μs and 1.99/ω₀ = 9.95 μs. C lies between 8.2/0.41 = 20 and 8.2/0.40 = 20.5 nF/cm², so D = C/q² is about 1.25 to 1.28 × 10¹¹ cm⁻² eV⁻¹.

The condition C > 0 matters. With C = 0 and τ = 1 s, the curve vanishes everywhere, so ω₀ = 1 s⁻¹ satisfies `hpeak`, yet ω₀τ = 1. A sample without traps has no peak from which to read a time constant.
